# The Coulomb Hamiltonian commutes with each component of the orbital angular momentum

For a single electron in the Coulomb field of a fixed centre, the orbital angular momentum `L = x × p` is conserved: each of its components commutes with the Hamiltonian `p²/2 - Z u`, where `u` stands for `1/r` and `ħ` and the mass are 1. The setting is purely algebraic: `x`, `p` and `u` are elements of a complex algebra that satisfy the relations listed in `CoulombRelations`, and `Z` may be any complex number. The proof writes the two indices in a component of the cross product as `b` and `c`, then gives `linear_combination` the commutation relations that should account for the difference between the two products. What is left is to be settled by `simp only`, which multiplies out, and `module`, which compares the terms.

Lean 4 with Mathlib refuses this proof:

```lean
import Mathlib

open Complex

namespace HamiltonianCommuteAngularMomentum

noncomputable section

variable {R : Type*} [Ring R] [Algebra ℂ R]

/-- The scalar product of two vector operators, in the given operator order. -/
def dot (a b : Fin 3 → R) : R := ∑ j, a j * b j

/-- The cross product of two vector operators, in the given operator order; indices are cyclic. -/
def cross (a b : Fin 3 → R) (i : Fin 3) : R :=
  a (i + 1) * b (i + 2) - a (i + 2) * b (i + 1)

/-- Canonical positions `x` and momenta `p` (with `ħ = 1`), together with an element `u` that shares
with the inverse distance `1/r` the three properties `ux`, `pu` and `uu`. -/
structure CoulombRelations (x p : Fin 3 → R) (u : R) : Prop where
  xx : ∀ i j, Commute (x i) (x j)
  pp : ∀ i j, Commute (p i) (p j)
  xp : ∀ i j, x i * p j - p j * x i = if i = j then I • (1 : R) else 0
  ux : ∀ i, Commute u (x i)
  pu : ∀ i, p i * u - u * p i = I • (x i * u ^ 3)
  uu : dot x x * u ^ 2 = 1

/-- The Hamiltonian `p²/2 - Z u` of an electron in a Coulomb field of strength `Z`. -/
def hamiltonian (Z : ℂ) (p : Fin 3 → R) (u : R) : R := (1 / 2 : ℂ) • dot p p - Z • u

namespace CoulombRelations

variable {x p : Fin 3 → R} {u : R}

/-- Moving a momentum to the right past a position costs a term `i` when the indices agree. -/
theorem px_mul (hc : CoulombRelations x p u) (i j : Fin 3) (y : R) :
    p j * (x i * y) = x i * (p j * y) - if i = j then I • y else 0 := by
  have h : p j * x i = x i * p j - (if i = j then I • (1 : R) else 0) := by
    rw [← hc.xp i j, sub_sub_cancel]
  rw [← mul_assoc, h, sub_mul, mul_assoc]
  split_ifs <;> simp

/-- The square of the momentum commutes with each momentum component. -/
theorem kinetic_momentum (hc : CoulombRelations x p u) (i : Fin 3) :
    dot p p * p i = p i * dot p p := by
  simp only [dot, Finset.sum_mul, Finset.mul_sum]
  exact Finset.sum_congr rfl fun j _ => ((hc.pp j i).mul_left (hc.pp j i)).eq

/-- The commutator of `p²` with a position is `-2i` times the momentum. -/
theorem kinetic_position (hc : CoulombRelations x p u) (i : Fin 3) :
    dot p p * x i = x i * dot p p - (2 * I) • p i := by
  have h : ∀ j, p j * p j * x i
      = x i * (p j * p j) - if i = j then (2 * I) • p j else 0 := by
    intro j
    have e : p j * x i = x i * p j - if i = j then I • (1 : R) else 0 := by
      simpa only [mul_one] using hc.px_mul i j 1
    rw [mul_assoc, e, mul_sub, hc.px_mul i j]
    split_ifs <;> simp only [mul_smul_comm, mul_one, mul_zero] <;> module
  rw [dot, Finset.sum_mul, Finset.sum_congr rfl (fun j _ => h j), Finset.sum_sub_distrib,
    ← Finset.mul_sum]
  simp only [Finset.sum_ite_eq, Finset.mem_univ, if_true]

/-- The angular momentum `L = x × p` is conserved in the Coulomb field. -/
theorem hamiltonian_commute_angularMomentum (hc : CoulombRelations x p u) (Z : ℂ) (i : Fin 3) :
    Commute (hamiltonian Z p u) (cross x p i) := by
  rw [commute_iff_eq, hamiltonian, cross]
  generalize i + 1 = b
  generalize i + 2 = c
  linear_combination (norm := (simp only [mul_sub, sub_mul, mul_assoc, smul_mul_assoc,
    mul_smul_comm]; module))
    (1 / 2 : ℂ) • (hc.kinetic_position b * p c + x b * hc.kinetic_momentum c
      - hc.kinetic_position c * p b - x c * hc.kinetic_momentum b
      - (2 * I) • (hc.pp b c).eq)
    - Z • ((hc.ux b).eq * p c - x b * hc.pu c - (hc.ux c).eq * p b + x c * hc.pu b
      - I • ((hc.xx b c).eq * u ^ 3))

end CoulombRelations

end

end HamiltonianCommuteAngularMomentum
```

Compiling this gives:

```
Main.lean:70:19: error: unexpected identifier; expected ')'
Main.lean:65:49: error: unsolved goals
case a
R : Type u_1
inst✝¹ : Ring R
inst✝ : Algebra ℂ R
x p : Fin 3 → R
u : R
hc : CoulombRelations x p u
Z : ℂ
i b c : Fin 3
⊢ (1 / 2) • (dot p p * (x b * p c)) - Z • (u * (x b * p c)) -
          ((1 / 2) • (dot p p * (x c * p b)) - Z • (u * (x c * p b))) +
        0 -
      ((1 / 2) • (x b * (p c * dot p p) - x c * (p b * dot p p)) - Z • (x b * (p c * u) - x c * (p b * u)) + 0) =
    0
```

Diagnosis. The first message is a syntax error, and it comes from the line break inside the `norm` argument. In a parenthesised sequence of tactics, no tactic may start to the left of the column where the first one starts. Here `simp only` starts far to the right and its list of lemmas runs over to the next line, so that `module`, after the semicolon, stands to the left of `simp`. Lean therefore doesn't accept it as the next tactic and expects the closing parenthesis.

The second message follows from the first. Lean ran the part it had parsed, which was `linear_combination` with `simp only` but without `module` and without the commutation relations on the lines below. The goal it reports is thus the bare commutator identity, multiplied out, with `0` where the relations should have contributed.

The repair only moves the line break. With the whole parenthesis on one line, `module` stands to the right of `simp`, and the relations are read as well. The tactics and the relations themselves are unchanged.

After these edits no error is left:

```diff
@@ -67,6 +67,6 @@
   generalize i + 1 = b
   generalize i + 2 = c
-  linear_combination (norm := (simp only [mul_sub, sub_mul, mul_assoc, smul_mul_assoc,
-    mul_smul_comm]; module))
+  linear_combination (norm :=
+    (simp only [mul_sub, sub_mul, mul_assoc, smul_mul_assoc, mul_smul_comm]; module))
     (1 / 2 : ℂ) • (hc.kinetic_position b * p c + x b * hc.kinetic_momentum c
       - hc.kinetic_position c * p b - x c * hc.kinetic_momentum b
```
